# Two perpendicular boosts and a compensating rotation make a pure boost

For real rapidities $a$ and $b$, let $A=\cosh(a/2)+\sinh(a/2)\,\sigma_1$ and $B=\cosh(b/2)+\sinh(b/2)\,\sigma_2$, with $\sigma_j$ the Pauli matrices, and let $t=\arctan(\tanh(a/2)\tanh(b/2))$. Then $AB\,(\cos t-i\sin t\,\sigma_3)$ is a pure boost in the $xy$ plane, and in particular Hermitian, whereas $AB$ alone is Hermitian only if $ab=0$.

```lean
import Mathlib

open Matrix

namespace WignerRotation

noncomputable section

/-- The Pauli matrix `σ₁`. -/
def σ₁ : Matrix (Fin 2) (Fin 2) ℂ := !![0, 1; 1, 0]

/-- The Pauli matrix `σ₂`. -/
def σ₂ : Matrix (Fin 2) (Fin 2) ℂ := !![0, -Complex.I; Complex.I, 0]

/-- The Pauli matrix `σ₃`. -/
def σ₃ : Matrix (Fin 2) (Fin 2) ℂ := !![1, 0; 0, -1]

/-- The spinor boost of rapidity `a` along the x axis. -/
def boostX (a : ℝ) : Matrix (Fin 2) (Fin 2) ℂ :=
  (Real.cosh (a / 2) : ℂ) • 1 + (Real.sinh (a / 2) : ℂ) • σ₁

/-- The spinor boost of rapidity `b` along the y axis. -/
def boostY (b : ℝ) : Matrix (Fin 2) (Fin 2) ℂ :=
  (Real.cosh (b / 2) : ℂ) • 1 + (Real.sinh (b / 2) : ℂ) • σ₂

/-- The spinor boost of rapidity `c` along the direction `(cos θ, sin θ, 0)`. -/
def planeBoost (c θ : ℝ) : Matrix (Fin 2) (Fin 2) ℂ :=
  (Real.cosh (c / 2) : ℂ) • 1 +
    (Real.sinh (c / 2) : ℂ) • ((Real.cos θ : ℂ) • σ₁ + (Real.sin θ : ℂ) • σ₂)

/-- The spinor rotation `cos s - i sin s σ₃` about the z axis. -/
def rotZ (s : ℝ) : Matrix (Fin 2) (Fin 2) ℂ :=
  (Real.cos s : ℂ) • 1 - (Complex.I * (Real.sin s : ℂ)) • σ₃

/-- The angle `arctan (tanh (a/2) tanh (b/2))` of the compensating spinor rotation. -/
def wignerAngle (a b : ℝ) : ℝ := Real.arctan (Real.tanh (a / 2) * Real.tanh (b / 2))

/-- The combination `p₀ + p₁ σ₁ + p₂ σ₂ + i q σ₃` with real coefficients. -/
def pauliSum (p₀ p₁ p₂ q : ℝ) : Matrix (Fin 2) (Fin 2) ℂ :=
  (p₀ : ℂ) • 1 + (p₁ : ℂ) • σ₁ + (p₂ : ℂ) • σ₂ + (Complex.I * (q : ℂ)) • σ₃

/-- Pauli expansion of an x boost times a y boost times a rotation about z. -/
theorem boost_mul_rot (a b s : ℝ) :
    boostX a * boostY b * rotZ s = pauliSum
      (Real.cosh (a / 2) * Real.cosh (b / 2) * Real.cos s
        + Real.sinh (a / 2) * Real.sinh (b / 2) * Real.sin s)
      (Real.sinh (a / 2) * Real.cosh (b / 2) * Real.cos s
        + Real.cosh (a / 2) * Real.sinh (b / 2) * Real.sin s)
      (Real.cosh (a / 2) * Real.sinh (b / 2) * Real.cos s
        - Real.sinh (a / 2) * Real.cosh (b / 2) * Real.sin s)
      (Real.sinh (a / 2) * Real.sinh (b / 2) * Real.cos s
        - Real.cosh (a / 2) * Real.cosh (b / 2) * Real.sin s) := by
  unfold boostX boostY rotZ pauliSum
  -- only the algebra of the Pauli matrices matters here
  generalize Real.cosh (a / 2) = x
  generalize Real.sinh (a / 2) = y
  generalize Real.cosh (b / 2) = u
  generalize Real.sinh (b / 2) = v
  generalize Real.cos s = c
  generalize Real.sin s = d
  ext i j
  fin_cases i <;> fin_cases j <;> apply Complex.ext <;>
    simp [σ₁, σ₂, σ₃, Matrix.mul_apply, Fin.sum_univ_two, Matrix.one_apply] <;> ring

/-- A combination `p₀ + p₁ σ₁ + p₂ σ₂ + i q σ₃` with real coefficients is Hermitian
exactly when `q = 0`. -/
theorem pauliSum_isHermitian_iff (p₀ p₁ p₂ q : ℝ) :
    (pauliSum p₀ p₁ p₂ q).IsHermitian ↔ q = 0 := by
  constructor
  · intro h
    have h' := congrArg Complex.im (h.apply 0 0)
    simp [pauliSum, σ₁, σ₂, σ₃] at h'
    linarith
  · rintro rfl
    ext i j
    fin_cases i <;> fin_cases j <;> simp [pauliSum, σ₁, σ₂, σ₃]

/-- Two perpendicular boosts followed on the right by a rotation about z give a Hermitian
matrix exactly when the rotation angle balances the `σ₃` term. -/
theorem boost_mul_rot_isHermitian_iff (a b s : ℝ) :
    (boostX a * boostY b * rotZ s).IsHermitian ↔
      Real.sinh (a / 2) * Real.sinh (b / 2) * Real.cos s
        = Real.cosh (a / 2) * Real.cosh (b / 2) * Real.sin s := by
  rw [boost_mul_rot, pauliSum_isHermitian_iff, sub_eq_zero]

/-- The Wigner angle balances the `σ₃` term of the product of the two boosts. -/
theorem wignerAngle_balance (a b : ℝ) :
    Real.sinh (a / 2) * Real.sinh (b / 2) * Real.cos (wignerAngle a b)
      = Real.cosh (a / 2) * Real.cosh (b / 2) * Real.sin (wignerAngle a b) := by
  have hc : 0 < Real.cos (wignerAngle a b) := Real.cos_arctan_pos _
  have ha := Real.cosh_pos (a / 2)
  have hb := Real.cosh_pos (b / 2)
  have h : Real.tan (wignerAngle a b) = Real.tanh (a / 2) * Real.tanh (b / 2) :=
    Real.tan_arctan _
  rw [Real.tan_eq_sin_div_cos, Real.tanh_eq_sinh_div_cosh, Real.tanh_eq_sinh_div_cosh,
    div_mul_div_comm, div_eq_div_iff hc.ne' (mul_pos ha hb).ne'] at h
  linarith

/-- The product of an x boost and a y boost becomes Hermitian when multiplied on the right by the
compensating rotation `rotZ (wignerAngle a b)`, while the product alone is Hermitian exactly when
one of the rapidities vanishes. -/
theorem wigner_rotation_isHermitian (a b : ℝ) :
    (boostX a * boostY b * rotZ (wignerAngle a b)).IsHermitian ∧
      ((boostX a * boostY b).IsHermitian ↔ a * b = 0) := by
  refine ⟨(boost_mul_rot_isHermitian_iff a b _).2 (wignerAngle_balance a b), ?_⟩
  -- the bare product is the case of zero rotation angle
  have h := boost_mul_rot_isHermitian_iff a b 0
  have h1 : rotZ 0 = 1 := by simp [rotZ]
  rw [h1, mul_one, Real.cos_zero, Real.sin_zero, mul_one, mul_zero] at h
  rw [h, mul_eq_zero, mul_eq_zero, Real.sinh_eq_zero, Real.sinh_eq_zero]
  constructor
  · rintro (h | h)
    · left; linarith
    · right; linarith
  · rintro (h | h) <;> simp [h]

/-- A combination `p₀ + p₁ σ₁ + p₂ σ₂` with `p₀ > 0` and `p₀² - p₁² - p₂² = 1` is a boost
in the xy plane, with `cosh (c/2) = p₀` for its rapidity `c`. -/
theorem exists_planeBoost {p₀ p₁ p₂ : ℝ} (h0 : 0 < p₀) (h : p₀ ^ 2 = 1 + p₁ ^ 2 + p₂ ^ 2) :
    ∃ c θ : ℝ, 0 ≤ c ∧ Real.cosh (c / 2) = p₀ ∧ pauliSum p₀ p₁ p₂ 0 = planeBoost c θ := by
  -- polar coordinates of the vector (p₁, p₂)
  obtain ⟨z, hre, him⟩ : ∃ z : ℂ, z.re = p₁ ∧ z.im = p₂ := ⟨⟨p₁, p₂⟩, rfl, rfl⟩
  have hz : 1 + ‖z‖ ^ 2 = p₀ ^ 2 := by
    rw [Complex.sq_norm, Complex.normSq_apply, hre, him, h]; ring
  have h2 : 2 * Real.arsinh ‖z‖ / 2 = Real.arsinh ‖z‖ := by ring
  have hc : Real.cosh (2 * Real.arsinh ‖z‖ / 2) = p₀ := by
    rw [h2, Real.cosh_arsinh, hz, Real.sqrt_sq h0.le]
  have hs : Real.sinh (2 * Real.arsinh ‖z‖ / 2) = ‖z‖ := by
    rw [h2, Real.sinh_arsinh]
  have hn : 0 ≤ Real.arsinh ‖z‖ := Real.arsinh_nonneg_iff.2 (norm_nonneg z)
  refine ⟨2 * Real.arsinh ‖z‖, Complex.arg z, by linarith, hc, ?_⟩
  unfold planeBoost pauliSum
  rw [hc, hs, smul_add, smul_smul, smul_smul, ← Complex.ofReal_mul, ← Complex.ofReal_mul,
    Complex.norm_mul_cos_arg, Complex.norm_mul_sin_arg, hre, him, Complex.ofReal_zero,
    mul_zero, zero_smul, add_zero, add_assoc]

/-- An x boost times a y boost times the spinor rotation `rotZ (wignerAngle a b)` is a pure boost in
the xy plane, whose rapidity `c` obeys `cosh c = cosh a cosh b`. -/
theorem wigner_rotation (a b : ℝ) :
    ∃ c θ : ℝ, 0 ≤ c ∧ Real.cosh c = Real.cosh a * Real.cosh b ∧
      boostX a * boostY b * rotZ (wignerAngle a b) = planeBoost c θ := by
  have hW := wignerAngle_balance a b
  have hpos : 0 < Real.cos (wignerAngle a b) := Real.cos_arctan_pos _
  have half : ∀ r : ℝ, Real.cosh r = 2 * Real.cosh (r / 2) ^ 2 - 1 := by
    intro r
    have h := Real.cosh_two_mul (r / 2)
    rw [show 2 * (r / 2) = r by ring] at h
    linarith [Real.cosh_sq (r / 2)]
  have hM := boost_mul_rot a b (wignerAngle a b)
  rw [sub_eq_zero.2 hW] at hM
  have hcs := Real.sin_sq_add_cos_sq (wignerAngle a b)
  have hx := Real.cosh_sq (a / 2)
  have hu := Real.cosh_sq (b / 2)
  have hxu := mul_pos (Real.cosh_pos (a / 2)) (Real.cosh_pos (b / 2))
  have ha := half a
  have hb := half b
  generalize Real.cosh (a / 2) = x at *
  generalize Real.sinh (a / 2) = y at *
  generalize Real.cosh (b / 2) = u at *
  generalize Real.sinh (b / 2) = v at *
  generalize Real.cos (wignerAngle a b) = k at *
  generalize Real.sin (wignerAngle a b) = d at *
  -- the scalar coefficient is positive
  have h0 : 0 < x * u * k + y * v * d := by
    have h : (x * u * k + y * v * d) * k = x * u := by
      linear_combination d * hW + x * u * hcs
    have h' : 0 < (x * u * k + y * v * d) * k := by
      rw [h]
      exact hxu
    exact (mul_pos_iff_of_pos_right hpos).1 h'
  have k0 : (x * u * k + y * v * d) ^ 2 = (x * u) ^ 2 + (y * v) ^ 2 := by
    linear_combination ((x * u) ^ 2 + (y * v) ^ 2) * hcs - (y * v * k - x * u * d) * hW
  -- the coefficients lie on the unit hyperboloid
  have h1 : (x * u * k + y * v * d) ^ 2
      = 1 + (y * u * k + x * v * d) ^ 2 + (x * v * k - y * u * d) ^ 2 := by
    linear_combination k0 - ((y * u) ^ 2 + (x * v) ^ 2) * hcs + (u ^ 2 - v ^ 2) * hx + hu
  obtain ⟨c, θ, hc, hch, hB⟩ := exists_planeBoost h0 h1
  refine ⟨c, θ, hc, ?_, hM.trans hB⟩
  rw [half c, hch, ha, hb]
  linear_combination 2 * k0 - 2 * v ^ 2 * hx - 2 * (x ^ 2 - 1) * hu

end

end WignerRotation
```

```lean
#print axioms WignerRotation.boost_mul_rot_isHermitian_iff
#print axioms WignerRotation.wigner_rotation_isHermitian
#print axioms WignerRotation.wigner_rotation
```

```
'WignerRotation.boost_mul_rot_isHermitian_iff' depends on axioms: [propext, Classical.choice, Quot.sound]
'WignerRotation.wigner_rotation_isHermitian' depends on axioms: [propext, Classical.choice, Quot.sound]
'WignerRotation.wigner_rotation' depends on axioms: [propext, Classical.choice, Quot.sound]
```

## Boosts and rotations acting on two-spinors

A four-vector with real components $V_0,V_1,V_2,V_3$ can be written as the Hermitian matrix $V=V_0+V_1\sigma_1+V_2\sigma_2+V_3\sigma_3$, whose determinant is $V_0^2-V_1^2-V_2^2-V_3^2$. A $2\times2$ complex matrix $S$ of determinant one acts on it by $V\mapsto SVS^\dagger$, which preserves the determinant and is therefore a Lorentz transformation. The same $S$ acts on a two-component spinor by multiplication from the left.

In this representation $A=e^{a\sigma_1/2}$ boosts along $x$ with rapidity $a$, and $B=e^{b\sigma_2/2}$ boosts along $y$ with rapidity $b$. Both are Hermitian. The matrix
$$R(s)=\cos s-i\sin s\,\sigma_3=e^{-is\sigma_3}$$
is unitary and rotates space about the $z$ axis by $2s$, because spinors carry half angles. The angle $t$ is thus a spinor angle, and the spatial rotation belonging to it is twice as large.

The factor on the right acts first: in $AB$ this is the $y$ boost, and in $AB\,R(t)$ the rotation acts before both boosts. Write $H$ for the pure boost $AB\,R(t)$. Then $AB=H\,R(-t)$: the two boosts together amount to a rotation by $-2t$ about $z$, followed by a single boost. This rotation is the Wigner rotation, and $R(t)$ on the right compensates it. For a free spin-½ particle initially at rest, in relativistic quantum mechanics, it is the turn of the spin that accompanies these two successive boosts, compared with the single pure boost $H$.

## Expanding the product in Pauli matrices

In the calculation $x$ and $y$ stand for numbers, not axes: abbreviate $x=\cosh(a/2)$, $y=\sinh(a/2)$, $u=\cosh(b/2)$ and $v=\sinh(b/2)$. Since $\sigma_1\sigma_2=i\sigma_3$,
$$AB=xu+yu\,\sigma_1+xv\,\sigma_2+i\,yv\,\sigma_3 .$$
The last term is what spoils Hermiticity. Multiplying on the right by $R(s)$, with $\sigma_1\sigma_3=-i\sigma_2$, $\sigma_2\sigma_3=i\sigma_1$ and $\sigma_3^2=1$, gives
$$AB\,R(s)=p_0+p_1\sigma_1+p_2\sigma_2+iq\,\sigma_3,$$
where
$$\begin{aligned}
p_0&=xu\cos s+yv\sin s, & p_1&=yu\cos s+xv\sin s,\\
p_2&=xv\cos s-yu\sin s, & q&=yv\cos s-xu\sin s .
\end{aligned}$$

All four coefficients are real. Taking the adjoint changes only the sign of the $\sigma_3$ term, so the matrix is Hermitian exactly when $q=0$, that is, when
$$yv\cos s=xu\sin s .$$

At $s=t$ we have $\tan t=\tanh(a/2)\tanh(b/2)=yv/(xu)$. The arctangent lies strictly between $-\pi/2$ and $\pi/2$, so $\cos t>0$, and clearing denominators gives the condition.

At $s=0$ the rotation is the identity and the condition becomes $yv=0$. A hyperbolic sine vanishes only at zero, so this means $a=0$ or $b=0$, which is $ab=0$.

## From a Hermitian matrix to a pure boost

Hermiticity and unit determinant do not yet make a boost: the matrix $-1$ has both properties. What is needed is also a positive scalar coefficient. Set $s=t$ from here on. Using $yv\cos t=xu\sin t$,
$$p_0\cos t=xu\cos^2t+yv\sin t\cos t=xu(\cos^2t+\sin^2t)=xu>0,$$
so $p_0>0$. Next, the cross terms cancel in
$$p_0^2+q^2=(xu)^2+(yv)^2,\qquad p_1^2+p_2^2=(yu)^2+(xv)^2 .$$
With $q=0$, subtraction gives
$$p_0^2-p_1^2-p_2^2=(x^2-y^2)(u^2-v^2)=1 .$$

Let $r=\sqrt{p_1^2+p_2^2}$ and choose $c=2\operatorname{arsinh}r\ge0$. Then $\sinh(c/2)=r$ and $\cosh(c/2)=\sqrt{1+r^2}=p_0$, where the positive root is the right one because $p_0>0$. Writing $p_1=r\cos\theta$ and $p_2=r\sin\theta$, we obtain
$$AB\,R(t)=\cosh(c/2)+\sinh(c/2)(\cos\theta\,\sigma_1+\sin\theta\,\sigma_2).$$

The rapidity follows from the half-angle formulas $x^2=(\cosh a+1)/2$ and $y^2=(\cosh a-1)/2$, and likewise for $u$ and $v$ with $b$:
$$\cosh c=2p_0^2-1=2x^2u^2+2y^2v^2-1=\cosh a\cosh b .$$
Since $\cosh$ of a rapidity is the Lorentz factor, the Lorentz factors of two perpendicular boosts multiply.

## What the Lean statements say

The definitions `boostX a`, `boostY b` and `rotZ s` are $A$, $B$ and $R(s)$, written as explicit complex $2\times2$ matrices. Rapidities and angles are real numbers, and their hyperbolic and trigonometric functions are computed over the reals before being converted to complex scalars. `wignerAngle a b` is the spinor angle $t$ of the compensating rotation; despite the name, it is not the spatial angle of the Wigner rotation, which is $-2t$. `planeBoost c θ` is the boost of rapidity $c$ in the direction $(\cos\theta,\sin\theta,0)$, and `pauliSum p₀ p₁ p₂ q` is the combination with the imaginary $\sigma_3$ coefficient $iq$.

The theorem `wigner_rotation_isHermitian` holds for all real `a` and `b`, of either sign. Its first half says that the compensated product equals its own conjugate transpose. Its second half is an equivalence: the bare product is Hermitian if and only if `a * b = 0`.

The theorem `wigner_rotation` says that there are real numbers `c` and `θ` with `0 ≤ c` and `Real.cosh c = Real.cosh a * Real.cosh b`, such that the compensated product equals `planeBoost c θ`. These conditions fix `c` completely. The direction `θ` is only said to exist, and when both rapidities vanish, `c` is zero and every direction serves equally well.

The statements concern matrices. The action on four-vectors described above is the physical reading of them and is not defined in the file. The boosts are perpendicular and lie along fixed axes; for oblique boosts the formula for the angle is different. Nor do the theorems single out $t$ as the only suitable angle: the Hermiticity condition also holds at $t+\pi$, where the product is minus a boost.

## How the proof follows the calculation

`boost_mul_rot` is the Pauli expansion. The `generalize` steps replace the hyperbolic and trigonometric values by arbitrary real numbers, since the expansion uses only the algebra of the Pauli matrices. The matrices are then compared entry by entry, in real and imaginary parts, and `ring` closes the resulting polynomial identities.

`pauliSum_isHermitian_iff` reads the condition $q=0$ off the upper left entry, which is $p_0+iq$ and must be real if the matrix is Hermitian. The converse is a check of the four entries. Combined with the expansion, this gives `boost_mul_rot_isHermitian_iff`, the condition on a general angle $s$.

`wignerAngle_balance` shows that $t$ meets that condition. It writes the tangent and the hyperbolic tangents as quotients and cross-multiplies with `div_eq_div_iff`, which requires nonzero denominators; these come from $\cos t>0$ and the positivity of $\cosh$. The theorem `wigner_rotation_isHermitian` then uses the general condition twice, at $s=t$ and at $s=0$.

`exists_planeBoost` turns suitable coefficients into a rapidity and a direction. It treats $(p_1,p_2)$ as the complex number $z=p_1+ip_2$, so that $r$ is its norm and $\theta$ its argument. This also covers $z=0$, where the boost is the identity.

In `wigner_rotation`, the fact `h0` is the positivity of $p_0$, obtained from $p_0\cos t=xu$ as above. The fact `k0` is $p_0^2=(xu)^2+(yv)^2$, and `h1` is the relation $p_0^2=1+p_1^2+p_2^2$. Each `linear_combination` names the multiples of known equations, such as $x^2=y^2+1$ and $\sin^2t+\cos^2t=1$, whose sum yields the desired identity. The local statement `half` is $\cosh r=2\cosh^2(r/2)-1$ for any real $r$, and it converts the value of $\cosh(c/2)$ into the law for $\cosh c$.

## Small rapidities

When $a$ and $b$ are both small, $\tanh(a/2)\approx a/2$ and $\tanh(b/2)\approx b/2$, so $t\approx ab/4$ and the spatial rotation has magnitude $2|t|\approx|ab|/2$. Rapidity is then nearly velocity in units of the speed of light. The rotation is therefore of second order in the velocities and disappears in the Galilean limit, and its factor of one half is the one that appears in Thomas precession at low speed.
